# The canonical partition function of a finite lattice gas is one for no particles and the number of sites for one

The sites of the lattice gas are the vertices of a finite graph, each holding at most one particle, and every occupied neighbour pair contributes `-ε` to the energy. The canonical partition function sums the Boltzmann weights of all configurations with a given number of particles. The theorem states that, for all real `β` and `ε`, this sum is 1 for zero particles and equals the number of sites for one particle. The attempt leaves the first claim to `simp` with the definitions unfolded. For the second it shows that a single occupied site contains no neighbour pair, so that every weight is 1 and the sum counts the sites.

Lean 4 with Mathlib refuses this proof:

```lean
import Mathlib

open Finset Filter Topology

namespace LatticeGasVirial

noncomputable section

variable {V : Type*} [Fintype V] [DecidableEq V] (G : SimpleGraph V) [DecidableRel G.Adj]

/-- The number of neighbour pairs with both sites occupied in the configuration `S`. -/
def occupiedPairs (S : Finset V) : ℕ := #{e ∈ G.edgeFinset | e ∈ S.sym2}

/-- The energy of a configuration: `-ε` for each occupied neighbour pair. -/
def energy (ε : ℝ) (S : Finset V) : ℝ := -ε * occupiedPairs G S

/-- The Boltzmann weight of a configuration at inverse temperature `β`. -/
def weight (β ε : ℝ) (S : Finset V) : ℝ := Real.exp (-β * energy G ε S)

/-- The canonical partition function of `n` particles. -/
def canonical (β ε : ℝ) (n : ℕ) : ℝ := ∑ S ∈ powersetCard n (univ : Finset V), weight G β ε S

/-- The canonical partition function is one for zero particles and the number of sites for one
particle. -/
theorem canonical_zero_one (β ε : ℝ) :
    canonical G β ε 0 = 1 ∧ canonical G β ε 1 = Fintype.card V := by
  constructor
  · simp [canonical, weight, energy, occupiedPairs]
  · have h : ∀ S ∈ powersetCard 1 (univ : Finset V), weight G β ε S = 1 := by
      intro S hS
      obtain ⟨v, rfl⟩ := card_eq_one.mp (mem_powersetCard_univ.mp hS)
      have h0 : occupiedPairs G {v} = 0 := by
        rw [occupiedPairs, card_eq_zero, filter_eq_empty_iff]
        intro e he hS
        induction e using Sym2.ind with
        | _ x y =>
          rw [SimpleGraph.mem_edgeFinset, SimpleGraph.mem_edgeSet] at he
          rw [mk_mem_sym2_iff, mem_singleton, mem_singleton] at hS
          exact he.ne (hS.1.trans hS.2.symm)
      simp [weight, energy, h0]
    rw [canonical, sum_congr rfl h]
    simp

end

end LatticeGasVirial
```

Lean reports:

```
Main.lean:28:2: error: unsolved goals
case left
V : Type u_1
inst✝² : Fintype V
inst✝¹ : DecidableEq V
G : SimpleGraph V
inst✝ : DecidableRel G.Adj
β ε : ℝ
⊢ β = 0 ∨ ε = 0 ∨ ∀ ⦃x : Sym2 V⦄, x ∈ G.edgeSet → ∃ x_1, x_1 ∈ x
```

Lean accepts the file once it reads:

```diff
@@ -27,4 +27,8 @@
   constructor
   · simp [canonical, weight, energy, occupiedPairs]
+    -- an edge has an endpoint, so none lies in the empty configuration
+    refine Or.inr (Or.inr fun e _ => ?_)
+    induction e using Sym2.ind with
+    | _ x y => exact ⟨x, Sym2.mem_mk_left x y⟩
   · have h : ∀ S ∈ powersetCard 1 (univ : Finset V), weight G β ε S = 1 := by
       intro S hS
```

What went wrong. The error concerns only the zero-particle claim. There `simp` reduces the equation to a condition for the exponent to vanish: `β = 0`, or `ε = 0`, or no edge lies in the empty configuration. An edge would lie there if all its endpoints belonged to the empty set, so the last alternative becomes the statement that every edge has some endpoint, `∃ x_1, x_1 ∈ x`. This is true, but `simp` does not find the endpoint of an unordered pair given only as a variable, and the goal stays open.

The repair keeps the `simp` call and proves what it leaves. The two uses of `Or.inr` choose the third alternative, since `β` and `ε` are arbitrary. Induction with `Sym2.ind` then writes the edge as a pair of sites `x` and `y`, and `Sym2.mem_mk_left x y` shows that `x` belongs to it. The added comment only explains the step.
